# The Cauchy-Schwarz inequality for matrix elements of a positive symmetric operator

Let E be a symmetric linear operator defined on all of a complex inner product space, with Re⟨v, Ev⟩ ≥ 0 for every vector v. The lemma states that |⟨x, Ey⟩|² ≤ Re⟨x, Ex⟩ · Re⟨y, Ey⟩ for all x and y: the squared modulus of a matrix element is at most the product of the two diagonal ones. The vectors need not be normalised; for unit vectors the diagonal elements are the expectation values of E. The proof applies positivity to the vector t⟨x, Ey⟩x − y for real t, which should give a real quadratic in t that is never negative, and then draws the inequality from the sign of its discriminant.

Lean 4 with Mathlib refuses this proof:

```lean
import Mathlib

open ComplexConjugate

namespace PositiveCauchySchwarz

noncomputable section

variable {H : Type*} [NormedAddCommGroup H] [InnerProductSpace ℂ H]
variable {p q : ℝ} {d0 d1 : H} {X : H →ₗ[ℂ] H}

/-- Cauchy-Schwarz inequality for the matrix elements of a positive symmetric operator. -/
theorem positive_cauchy_schwarz {E : H →ₗ[ℂ] H} (hE : E.IsSymmetric)
    (hpos : ∀ v, 0 ≤ (inner ℂ v (E v)).re) (x y : H) :
    ‖inner ℂ x (E y)‖ ^ 2 ≤ (inner ℂ x (E x)).re * (inner ℂ y (E y)).re := by
  have hyx : inner ℂ y (E x) = conj (inner ℂ x (E y)) := by
    rw [← hE y x, inner_conj_symm]
  -- positivity along a line of states gives a quadratic without sign change
  have key : ∀ t : ℝ, 0 ≤ (‖inner ℂ x (E y)‖ ^ 2 * (inner ℂ x (E x)).re) * (t * t)
      + (-2 * ‖inner ℂ x (E y)‖ ^ 2) * t + (inner ℂ y (E y)).re := by
    intro t
    have h := hpos (((t : ℂ) * inner ℂ x (E y)) • x - y)
    simp only [map_sub, map_smul, inner_sub_left, inner_sub_right, inner_smul_left,
      inner_smul_right, hyx, Complex.sub_re, Complex.mul_re, Complex.mul_im,
      Complex.conj_re, Complex.conj_im, Complex.ofReal_re, Complex.ofReal_im] at h
    rw [Complex.sq_norm, Complex.normSq_apply]
    linarith
  have hd := discrim_le_zero key
  unfold discrim at hd
  by_contra hcon
  have hlt := not_le.1 hcon
  have hn := lt_of_le_of_lt (mul_nonneg (hpos x) (hpos y)) hlt
  nlinarith [mul_pos hn (sub_pos.2 hlt)]

end

end PositiveCauchySchwarz
```

Compiling this gives:

```
Main.lean:27:4: error: linarith failed to find a contradiction
H : Type u_1
inst✝¹ : NormedAddCommGroup H
inst✝ : InnerProductSpace ℂ H
E : H →ₗ[ℂ] H
hE : E.IsSymmetric
hpos : ∀ (v : H), 0 ≤ (inner ℂ v (E v)).re
x y : H
hyx : inner ℂ y (E x) = (starRingEnd ℂ) (inner ℂ x (E y))
t : ℝ
h :
  0 ≤
    (t * (inner ℂ x (E y)).re - 0 * (inner ℂ x (E y)).im) *
          ((t * (inner ℂ x (E y)).re - 0 * (inner ℂ x (E y)).im) * (inner ℂ x (E x)).re -
              -(t * (inner ℂ x (E y)).im + 0 * (inner ℂ x (E y)).re) * (inner ℂ x (E x)).im -
            (inner ℂ x (E y)).re) -
        (t * (inner ℂ x (E y)).im + 0 * (inner ℂ x (E y)).re) *
          ((starRingEnd ℂ) (↑t * inner ℂ x (E y)) * inner ℂ x (E x) - (starRingEnd ℂ) (inner ℂ x (E y))).im -
      ((t * (inner ℂ x (E y)).re - 0 * (inner ℂ x (E y)).im) * (inner ℂ x (E y)).re -
          -(t * (inner ℂ x (E y)).im + 0 * (inner ℂ x (E y)).re) * (inner ℂ x (E y)).im -
        (inner ℂ y (E y)).re)
a✝ :
  ((inner ℂ x (E y)).re * (inner ℂ x (E y)).re + (inner ℂ x (E y)).im * (inner ℂ x (E y)).im) * (inner ℂ x (E x)).re *
          (t * t) +
        -2 * ((inner ℂ x (E y)).re * (inner ℂ x (E y)).re + (inner ℂ x (E y)).im * (inner ℂ x (E y)).im) * t +
      (inner ℂ y (E y)).re <
    0
⊢ False
failed
```

Diagnosis. The error says that `linarith` could not derive the quadratic inequality from `h`. The `simp only` call was meant to write `h` in real and imaginary parts, but its list has `Complex.sub_re` and not `Complex.sub_im`. One term of `h` therefore still holds the imaginary part of a difference, `(... - ...).im`. The lemmas for products and conjugates cannot reach inside it until the difference is split.

`linarith` treats that unexpanded imaginary part as an unknown quantity, unrelated to the real and imaginary parts in the goal, so the terms do not match.

Adding `Complex.sub_im` splits the difference, and the lemmas already listed expand the pieces. The terms containing the imaginary part of `inner ℂ x (E x)` then cancel, and what remains is the required quadratic. `linarith` can check this, since its preprocessing multiplies out the products and collects like terms.

The repair, with which the file compiles:

```diff
@@ -22,5 +22,5 @@
     have h := hpos (((t : ℂ) * inner ℂ x (E y)) • x - y)
     simp only [map_sub, map_smul, inner_sub_left, inner_sub_right, inner_smul_left,
-      inner_smul_right, hyx, Complex.sub_re, Complex.mul_re, Complex.mul_im,
+      inner_smul_right, hyx, Complex.sub_re, Complex.sub_im, Complex.mul_re, Complex.mul_im,
       Complex.conj_re, Complex.conj_im, Complex.ofReal_re, Complex.ofReal_im] at h
     rw [Complex.sq_norm, Complex.normSq_apply]
```
